# A norm bound on the empty states omitted from a finite-dimensional shielding sum

The paramagnetic part of nuclear magnetic shielding can be computed as a sum over empty states. Such a sum, stopped at a cutoff energy, does not by itself show how large its error is. If the last states added change little, that does not bound the rest, since many small contributions can still add up.

Take a Hamiltonian $H$ on a finite-dimensional space, with orthonormal eigenstates $u_n$ and energies $e_n$, and an orbital $u_o$ below the cutoff, $e_o<E$. For Hermitian $L$ and any linear operator $B$, consider the sum of $2\,\mathrm{Re}\,\langle u_o,Lu_n\rangle\langle u_n,Bu_o\rangle/(e_o-e_n)$ over the states not degenerate with $u_o$. The states with $e_n\ge E$ contribute at most $2\|Lu_o\|\|Bu_o\|/(E-e_o)$ in absolute value, and for $B=L$ their contribution is nonpositive. For independent electrons in a finite basis, this gives an error bar on one orbital's second-order response, relative to the full sum in the same basis.

## Eigenstates and sums over them

```lean
import Mathlib

open scoped InnerProductSpace

noncomputable section

namespace ShieldingTruncation
```

In what follows, `⟪x, y⟫_ℂ` is the inner product $\langle x,y\rangle$, conjugate-linear in its first argument, as in Dirac notation.

```lean
/-- An orthonormal basis of eigenstates `u n` of the Hamiltonian `H`, with real energies `e n`. -/
structure Eigensystem {V : Type*} [NormedAddCommGroup V] [InnerProductSpace ℂ V]
    (H : V →ₗ[ℂ] V) (ι : Type*) [Fintype ι] where
  u : OrthonormalBasis ι ℂ V
  e : ι → ℝ
  eig : ∀ n, H (u n) = (e n : ℂ) • u n
```

An `Eigensystem` bundles the basis `u`, the real energies `e` and a proof `eig` that $Hu_n=e_nu_n$. The type `V →ₗ[ℂ] V` is that of linear operators on the state space `V`, and `ι` is the finite set of labels $n$.

The basis is orthonormal in the inner product of `V`. For a generalised eigenvalue problem $Hu=eMu$ with a positive definite overlap operator $M$, this inner product is $\langle x,My\rangle$, and $M^{-1}H$, $M^{-1}L$ and $M^{-1}B$ take the places of $H$, $L$ and $B$ below. The norms in the bounds are then those of this inner product.

```lean
variable {V : Type*} [NormedAddCommGroup V] [InnerProductSpace ℂ V]
  {ι : Type*} [Fintype ι] {H L : V →ₗ[ℂ] V}

/-- Every Hermitian Hamiltonian on a finite-dimensional space has an eigensystem. -/
def Eigensystem.ofHermitian [FiniteDimensional ℂ V] (hH : H.IsSymmetric) {d : ℕ}
    (hd : Module.finrank ℂ V = d) : Eigensystem H (Fin d) where
  u := hH.eigenvectorBasis hd
  e := hH.eigenvalues hd
  eig := hH.apply_eigenvectorBasis hd
```

`IsSymmetric` says $\langle Hx,y\rangle=\langle x,Hy\rangle$, which is Hermiticity. Mathlib's spectral theorem then supplies the eigensystem.

```lean
/-- Contribution of state `n` to the second-order response of state `o` to `L` and `B`,
for `e n ≠ e o`. -/
def term (S : Eigensystem H ι) (L B : V →ₗ[ℂ] V) (o n : ι) : ℝ :=
  2 * (⟪S.u o, L (S.u n)⟫_ℂ * ⟪S.u n, B (S.u o)⟫_ℂ).re / (S.e o - S.e n)
```

This is one term of the sum over states,
$$t_n=\frac{2\,\mathrm{Re}\,\langle u_o,Lu_n\rangle\langle u_n,Bu_o\rangle}{e_o-e_n}.$$
In shielding, $L$ and $B$ stand for the orbital couplings to the external field and to the nuclear moment. Prefactors, the sum over occupied orbitals and the diamagnetic term are left out.

```lean
/-- The full sum over all states not degenerate with `o`. -/
def fullSum (S : Eigensystem H ι) (L B : V →ₗ[ℂ] V) (o : ι) : ℝ :=
  ∑ n with S.e n ≠ S.e o, term S L B o n
```

`∑ n with …` sums over the labels that meet the condition. States degenerate with $u_o$ are excluded, so no denominator vanishes.

```lean
/-- The sum over states not degenerate with `o` and below the cutoff energy `E`. -/
def truncatedSum (S : Eigensystem H ι) (L B : V →ₗ[ℂ] V) (o : ι) (E : ℝ) : ℝ :=
  ∑ n with S.e n ≠ S.e o ∧ S.e n < E, term S L B o n
```

The truncated sum also requires $e_n<E$.

```lean
/-- The sum over the states at or above the cutoff `E`, for `e o < E`. -/
def omittedSum (S : Eigensystem H ι) (L B : V →ₗ[ℂ] V) (o : ι) (E : ℝ) : ℝ :=
  ∑ n with E ≤ S.e n, term S L B o n
```

The omitted sum runs over $e_n\ge E$. The full and truncated sums may also include occupied orbitals other than $u_o$. When $E$ lies above every occupied level, the omitted states are all empty, and a sum over empty states alone has the same omitted part.

## The first-order state above the cutoff

```lean
/-- The part of the first-order state that lies on the omitted states, for `e o < E`. -/
def omittedState (S : Eigensystem H ι) (B : V →ₗ[ℂ] V) (o : ι) (E : ℝ) : V :=
  ∑ n with E ≤ S.e n, (⟪S.u n, B (S.u o)⟫_ℂ / ((S.e o - S.e n : ℝ) : ℂ)) • S.u n
```

This is the omitted part of the first-order state,
$$\psi=\sum_{e_n\ge E}\frac{\langle u_n,Bu_o\rangle}{e_o-e_n}\,u_n .$$

```lean
/-- The squared norm of the component of `v` on the omitted states. -/
def omittedWeight (S : Eigensystem H ι) (E : ℝ) (v : V) : ℝ :=
  ∑ n with E ≤ S.e n, ‖⟪S.u n, v⟫_ℂ‖ ^ 2
```

For a vector $v$, the omitted weight is $W(v)=\sum_{e_n\ge E}|\langle u_n,v\rangle|^2$.

```lean
/-- For a cutoff above `e o`, the full sum minus the truncated sum is the omitted sum. -/
theorem full_sub_truncated (S : Eigensystem H ι) (L B : V →ₗ[ℂ] V) {o : ι} {E : ℝ}
    (ho : S.e o < E) :
    fullSum S L B o - truncatedSum S L B o E = omittedSum S L B o E := by
  simp only [fullSum, truncatedSum, omittedSum, Finset.sum_filter]
  rw [← Finset.sum_sub_distrib]
  refine Finset.sum_congr rfl fun n _ => ?_
  by_cases h : E ≤ S.e n
  · have hne : S.e n ≠ S.e o := (lt_of_lt_of_le ho h).ne'
    simp [h, hne, not_lt.2 h]
  · by_cases q : S.e n = S.e o
    · simp [q, not_le.2 ho]
    · simp [q, h, not_le.1 h]
```

The hypothesis `ho` is $e_o<E$. A state with $e_n\ge E$ cannot be degenerate with $u_o$, so it is in the full sum and not in the truncated one. A state below $E$ is in both or in neither. Subtraction leaves the omitted sum, and the two `by_cases` lines make this case distinction for each $n$.

```lean
/-- For a cutoff above `e o`, the omitted first-order state solves the Sternheimer equation
whose source is the component of `B u_o` on the omitted states. -/
theorem sternheimer (S : Eigensystem H ι) (B : V →ₗ[ℂ] V) {o : ι} {E : ℝ} (ho : S.e o < E) :
    (S.e o : ℂ) • omittedState S B o E - H (omittedState S B o E)
      = ∑ n with E ≤ S.e n, ⟪S.u n, B (S.u o)⟫_ℂ • S.u n := by
  unfold omittedState
  rw [map_sum, Finset.smul_sum, ← Finset.sum_sub_distrib]
  refine Finset.sum_congr rfl fun n hn => ?_
  have hE : E ≤ S.e n := (Finset.mem_filter.1 hn).2
  have hne : ((S.e o - S.e n : ℝ) : ℂ) ≠ 0 :=
    Complex.ofReal_ne_zero.2 (sub_neg.2 (lt_of_lt_of_le ho hE)).ne
  -- on an eigenstate, `e o - H` cancels the energy denominator
  rw [map_smul, S.eig, smul_smul, smul_smul, ← sub_smul]
  congr 1
  have h := div_mul_cancel₀ ⟪S.u n, B (S.u o)⟫_ℂ hne
  push_cast at h ⊢
  linear_combination h
```

Since $(e_o-H)u_n=(e_o-e_n)u_n$, applying $e_o-H$ to $\psi$ cancels each denominator:
$$(e_o-H)\psi=\sum_{e_n\ge E}\langle u_n,Bu_o\rangle u_n .$$
This is a Sternheimer equation with a projected source. In Lean, `S.eig` inserts the eigenvalue and `div_mul_cancel₀` cancels the denominator, which `hne` shows to be nonzero.

```lean
/-- For Hermitian `L`, the omitted sum is twice the real part of the overlap of `L u_o` with the
omitted first-order state. -/
theorem omittedSum_eq_overlap (S : Eigensystem H ι) (hL : L.IsSymmetric) (B : V →ₗ[ℂ] V)
    (o : ι) (E : ℝ) :
    omittedSum S L B o E = 2 * (⟪L (S.u o), omittedState S B o E⟫_ℂ).re := by
  unfold omittedSum omittedState term
  rw [inner_sum, Complex.re_sum, Finset.mul_sum]
  refine Finset.sum_congr rfl fun n _ => ?_
  rw [inner_smul_right, hL (S.u o) (S.u n), div_mul_eq_mul_div, Complex.div_ofReal_re,
    mul_comm ⟪S.u n, B (S.u o)⟫_ℂ, mul_div_assoc]
```

Hermiticity gives $\langle Lu_o,u_n\rangle=\langle u_o,Lu_n\rangle$. Expanding $\psi$ therefore turns $2\,\mathrm{Re}\langle Lu_o,\psi\rangle$ into $\sum_{e_n\ge E}t_n$, because the denominators are real. In the code, `hL (S.u o) (S.u n)` is the Hermiticity step.

## From weights to norms

```lean
/-- The weight of `v` on the omitted states is its squared norm minus its weight on the
states below the cutoff. -/
theorem omittedWeight_eq (S : Eigensystem H ι) (E : ℝ) (v : V) :
    omittedWeight S E v = ‖v‖ ^ 2 - ∑ n with S.e n < E, ‖⟪S.u n, v⟫_ℂ‖ ^ 2 := by
  have hv : ‖v‖ ^ 2 = ∑ n, ‖⟪S.u n, v⟫_ℂ‖ ^ 2 := by
    rw [← S.u.repr.norm_map v, EuclideanSpace.norm_sq_eq]
    simp only [OrthonormalBasis.repr_apply_apply]
  rw [hv]
  simp only [omittedWeight, Finset.sum_filter]
  rw [← Finset.sum_sub_distrib]
  refine Finset.sum_congr rfl fun n _ => ?_
  by_cases h : E ≤ S.e n
  · simp [h, not_lt.2 h]
  · simp [h, not_le.1 h]
```

Parseval's identity is $\|v\|^2=\sum_n|\langle u_n,v\rangle|^2$. Subtracting the part with $e_n<E$ leaves $W(v)$. The omitted weight is thus known from $v$ and the complete set of states below $E$, including $u_o$ itself and its degenerate partners.

```lean
/-- For Hermitian `L` and a cutoff above `e o`, the omitted sum is bounded by the weights of
`L u_o` and `B u_o` on the omitted states, divided by the gap to the cutoff. -/
theorem omittedSum_le_weights (S : Eigensystem H ι) (hL : L.IsSymmetric) (B : V →ₗ[ℂ] V)
    {o : ι} {E : ℝ} (ho : S.e o < E) :
    |omittedSum S L B o E| ≤ 2 / (E - S.e o) *
      (√(omittedWeight S E (L (S.u o))) * √(omittedWeight S E (B (S.u o)))) := by
  have hgap : 0 < E - S.e o := sub_pos.2 ho
  have hterm : ∀ n, E ≤ S.e n → |term S L B o n| ≤
      2 / (E - S.e o) * (‖⟪S.u n, L (S.u o)⟫_ℂ‖ * ‖⟪S.u n, B (S.u o)⟫_ℂ‖) := by
    intro n hn
    have hneg : S.e o - S.e n < 0 := by linarith
    have hre := Complex.abs_re_le_norm (⟪S.u o, L (S.u n)⟫_ℂ * ⟪S.u n, B (S.u o)⟫_ℂ)
    rw [norm_mul, ← hL (S.u o) (S.u n), norm_inner_symm (L (S.u o))] at hre
    unfold term
    rw [abs_div, abs_mul, abs_two, abs_of_neg hneg, div_mul_eq_mul_div,
      ← hL (S.u o) (S.u n)]
    exact div_le_div₀ (by positivity) (by linarith) hgap (by linarith)
  -- triangle inequality, then Cauchy-Schwarz over the omitted states
  refine (Finset.abs_sum_le_sum_abs _ _).trans ?_
  refine (Finset.sum_le_sum fun n hn => hterm n (Finset.mem_filter.1 hn).2).trans ?_
  rw [← Finset.mul_sum]
  exact mul_le_mul_of_nonneg_left (Real.sum_mul_le_sqrt_mul_sqrt _ _ _) (by positivity)
```

For $e_n\ge E$ the denominator has size $e_n-e_o\ge E-e_o>0$. With $|\mathrm{Re}\,z|\le|z|$ and Hermiticity of $L$,
$$|t_n|\le\frac{2}{E-e_o}\,|\langle u_n,Lu_o\rangle|\,|\langle u_n,Bu_o\rangle| .$$
This is `hterm`. The triangle inequality and Cauchy–Schwarz over the omitted states then give
$$\Big|\sum_{e_n\ge E}t_n\Big|\le\frac{2}{E-e_o}\sqrt{W(Lu_o)\,W(Bu_o)} .$$
The last line of the proof applies Cauchy–Schwarz under the name `Real.sum_mul_le_sqrt_mul_sqrt`.

The same estimate of the denominators gives a companion bound that the file does not state: $\|\psi\|\le\sqrt{W(Bu_o)}/(E-e_o)$.

```lean
/-- Truncation bound: for Hermitian `L` and a cutoff `E` above `e o`, the omitted sum is at
most `2 ‖L u_o‖ ‖B u_o‖ / (E - e o)` in absolute value. -/
theorem omittedSum_bound (S : Eigensystem H ι) (hL : L.IsSymmetric) (B : V →ₗ[ℂ] V)
    {o : ι} {E : ℝ} (ho : S.e o < E) :
    |omittedSum S L B o E| ≤ 2 * ‖L (S.u o)‖ * ‖B (S.u o)‖ / (E - S.e o) := by
  have hgap : 0 < E - S.e o := sub_pos.2 ho
  have hw : ∀ v : V, √(omittedWeight S E v) ≤ ‖v‖ := by
    intro v
    have hkept : 0 ≤ ∑ n with S.e n < E, ‖⟪S.u n, v⟫_ℂ‖ ^ 2 :=
      Finset.sum_nonneg fun n _ => sq_nonneg _
    exact Real.sqrt_le_iff.2 ⟨norm_nonneg v, by rw [omittedWeight_eq]; linarith⟩
  refine (omittedSum_le_weights S hL B ho).trans ?_
  calc _ ≤ 2 / (E - S.e o) * (‖L (S.u o)‖ * ‖B (S.u o)‖) :=
        mul_le_mul_of_nonneg_left
          (mul_le_mul (hw _) (hw _) (Real.sqrt_nonneg _) (norm_nonneg _)) (by positivity)
    _ = _ := by ring
```

The kept weight is nonnegative, so $W(v)\le\|v\|^2$; this is `hw`. Using it for $Lu_o$ and $Bu_o$ turns the previous bound into
$$\Big|\sum_{e_n\ge E}t_n\Big|\le\frac{2\|Lu_o\|\|Bu_o\|}{E-e_o}.$$
The norm bound is simpler, while the weight bound is never larger.

In shielding, the norm bound depends on the basis. The coupling to a point nucleus varies as $\ell/r^3$, with $\ell$ the orbital angular momentum about the nucleus and $r$ the distance from it. If $u_o$ has p character there, $\|Bu_o\|$ can grow without limit as the basis approaches completeness, and the norm bound grows with it. At a fixed cutoff the weight bound can grow too, since the added weight lies mostly on states of high energy.

## The sign for equal operators

```lean
/-- For Hermitian `L` and `B = L`, each contribution is minus twice the squared modulus of a matrix
element over the excitation energy, for `e n ≠ e o`. -/
theorem term_self (S : Eigensystem H ι) (hL : L.IsSymmetric) (o n : ι) :
    term S L L o n = -(2 * ‖⟪S.u n, L (S.u o)⟫_ℂ‖ ^ 2 / (S.e n - S.e o)) := by
  have hc : ⟪S.u o, L (S.u n)⟫_ℂ = (starRingEnd ℂ) ⟪S.u n, L (S.u o)⟫_ℂ := by
    rw [← hL (S.u o) (S.u n), inner_conj_symm]
  unfold term
  rw [hc, ← Complex.normSq_eq_conj_mul_self, Complex.ofReal_re, Complex.normSq_eq_norm_sq,
    ← neg_sub (S.e n) (S.e o), div_neg]
```

If $B=L$, the two matrix elements are complex conjugates of each other (`hc`), and their product is a squared modulus:
$$t_n=-\frac{2|\langle u_n,Lu_o\rangle|^2}{e_n-e_o}.$$

```lean
/-- For Hermitian `L`, `B = L` and a cutoff above `e o`, the omitted sum is nonpositive. -/
theorem omittedSum_self_nonpos (S : Eigensystem H ι) (hL : L.IsSymmetric) {o : ι} {E : ℝ}
    (ho : S.e o < E) : omittedSum S L L o E ≤ 0 := by
  refine Finset.sum_nonpos fun n hn => ?_
  have hE : E ≤ S.e n := (Finset.mem_filter.1 hn).2
  have hpos : 0 < S.e n - S.e o := by linarith
  rw [term_self S hL]
  exact neg_nonpos.2 (by positivity)
```

Above the cutoff $e_n-e_o>0$, so every omitted term is nonpositive, and so is their sum.

```lean
/-- For Hermitian `L`, `B = L` and a cutoff above `e o`, the full sum lies below the truncated
sum by at most `2 ‖L u_o‖² / (E - e o)`. -/
theorem fullSum_bracket (S : Eigensystem H ι) (hL : L.IsSymmetric) {o : ι} {E : ℝ}
    (ho : S.e o < E) :
    truncatedSum S L L o E - 2 * ‖L (S.u o)‖ ^ 2 / (E - S.e o) ≤ fullSum S L L o ∧
      fullSum S L L o ≤ truncatedSum S L L o E := by
  have h1 := full_sub_truncated S L L ho
  have h2 := (abs_le.1 (omittedSum_bound S hL L ho)).1
  have h3 := omittedSum_self_nonpos S hL ho
  have h4 : 2 * ‖L (S.u o)‖ ^ 2 / (E - S.e o)
      = 2 * ‖L (S.u o)‖ * ‖L (S.u o)‖ / (E - S.e o) := by ring
  constructor <;> linarith
```

The full sum is the truncated sum plus the omitted one. Write $T$ for the truncated sum and $F$ for the full sum, both with $B=L$. The sign and the norm bound together give
$$T-\frac{2\|Lu_o\|^2}{E-e_o}\le F\le T .$$
In the proof, `h1` is the splitting, `h2` the lower bound and `h3` the sign; `linarith` combines these inequalities.

## An operator that attains the bound

```lean
/-- The operator `|u_m⟩⟨u_o| + |u_o⟩⟨u_m|`. -/
def exchange (S : Eigensystem H ι) (o m : ι) : V →ₗ[ℂ] V where
  toFun x := ⟪S.u o, x⟫_ℂ • S.u m + ⟪S.u m, x⟫_ℂ • S.u o
  map_add' x y := by
    simp only [inner_add_right, add_smul]
    abel
  map_smul' c x := by
    simp only [inner_smul_right, mul_smul, smul_add, RingHom.id_apply]
```

This defines $X=|u_m\rangle\langle u_o|+|u_o\rangle\langle u_m|$. For $m\ne o$ it swaps $u_o$ and $u_m$ and sends the other eigenstates to zero. Despite its name in the code, it is not the exchange operator of Hartree–Fock theory. The two other fields prove that it is linear.

```lean
/-- The truncation bound is sharp: for `e o < e m` and the cutoff at `e m`, the operator
`|u_m⟩⟨u_o| + |u_o⟩⟨u_m|` is Hermitian and attains it. -/
theorem bound_sharp (S : Eigensystem H ι) {o m : ι} (h : S.e o < S.e m) :
    (exchange S o m).IsSymmetric ∧
      |omittedSum S (exchange S o m) (exchange S o m) o (S.e m)| =
        2 * ‖exchange S o m (S.u o)‖ * ‖exchange S o m (S.u o)‖ / (S.e m - S.e o) := by
  have hX : (exchange S o m).IsSymmetric := by
    intro x y
    simp only [exchange, LinearMap.coe_mk, AddHom.coe_mk, inner_add_left, inner_add_right,
      inner_smul_left, inner_smul_right, inner_conj_symm]
    ring
  have hne : m ≠ o := fun q => h.ne (by rw [q])
  have h1 : ∀ n, ⟪S.u n, S.u n⟫_ℂ = 1 := fun n => by
    rw [inner_self_eq_norm_sq_to_K, S.u.orthonormal.1]
    simp
  have h0 : ∀ a b, a ≠ b → ⟪S.u a, S.u b⟫_ℂ = 0 := fun a b hab => S.u.orthonormal.2 hab
  have hXo : exchange S o m (S.u o) = S.u m := by
    change ⟪S.u o, S.u o⟫_ℂ • S.u m + ⟪S.u m, S.u o⟫_ℂ • S.u o = S.u m
    rw [h1, h0 m o hne, one_smul, zero_smul, add_zero]
  -- only the state `m` contributes
  have hs : omittedSum S (exchange S o m) (exchange S o m) o (S.e m)
      = -(2 / (S.e m - S.e o)) := by
    unfold omittedSum
    rw [Finset.sum_eq_single_of_mem m (by simp)]
    · rw [term_self S hX, hXo, h1]
      simp
    · intro n _ hn
      rw [term_self S hX, hXo, h0 n m hn]
      simp
  refine ⟨hX, ?_⟩
  rw [hs, hXo, S.u.orthonormal.1, abs_neg, abs_of_pos (div_pos two_pos (sub_pos.2 h))]
  ring

end ShieldingTruncation
```

Let $e_o<e_m$, put the cutoff at $E=e_m$ and take $L=B=X$. Orthonormality gives $Xu_o=u_m$ (`hXo`), so only $n=m$ contributes, and the omitted sum is $-2/(e_m-e_o)$ (`hs`). Both norms equal 1, so the bound has the same size. The factor 2 therefore cannot be lowered in general.

The smallest example has two levels, with $X$ the Pauli matrix $\sigma_x$ in the eigenbasis. The truncated sum is then zero, and the whole response $-2/(e_m-e_o)$ has been omitted.

```lean
#print axioms ShieldingTruncation.omittedSum_eq_overlap
#print axioms ShieldingTruncation.omittedSum_bound
#print axioms ShieldingTruncation.fullSum_bracket
#print axioms ShieldingTruncation.bound_sharp
```

```
'ShieldingTruncation.omittedSum_eq_overlap' depends on axioms: [propext, Classical.choice, Quot.sound]
'ShieldingTruncation.omittedSum_bound' depends on axioms: [propext, Classical.choice, Quot.sound]
'ShieldingTruncation.fullSum_bracket' depends on axioms: [propext, Classical.choice, Quot.sound]
'ShieldingTruncation.bound_sharp' depends on axioms: [propext, Classical.choice, Quot.sound]
```
